# At positive temperature, the noise of two Fermi-occupied levels of different energy exceeds its classical estimate

Let two levels have energies $a<b$ and Fermi occupations $f_a,f_b$ at a common temperature $T>0$ and chemical potential $\mu$, with $f_e=1/(e^{(e-\mu)/T}+1)$. Set $x=(b-a)/(2T)$. Then

$$
f_a(1-f_b)+f_b(1-f_a)=(f_a-f_b)\coth x,
$$

and this pair noise satisfies

$$
\frac{2T(f_a-f_b)}{b-a}<f_a(1-f_b)+f_b(1-f_a)<\frac{2T(f_a-f_b)}{b-a}+(f_a-f_b).
$$

Here the noise is the sum of the occupation factors for transitions in the two directions. Its classical estimate, the lower bound above, replaces $\coth x$ by $1/x$. Temperature is measured in energy units ($k_B=1$) and frequency as an energy ($\hbar=1$).

## From absorption to noise in orbital sums

For non-interacting electrons, including Kohn–Sham orbitals treated as independent, net absorption can be written as a sum over pairs of levels, with terms proportional to $|M_{ij}|^2(f_i-f_j)$. The identity turns each such term into its contribution to symmetrised noise. For a coupled pair with $e_i<e_j$, the high-temperature replacement of $\coth x$ by $1/x$ always makes that contribution too small, by less than $|M_{ij}|^2(f_i-f_j)$.

For nearly degenerate levels, the right-hand side of the identity multiplies a small difference by a large factor. The left-hand side has no singular factor and can be evaluated even at $a=b$.

The smearing function matters too. Among occupation functions with values strictly between 0 and 1, only Fermi functions at temperature $T$ satisfy the identity for every pair of energies. Gaussian smearing therefore violates it for some pairs, whatever temperature is assigned to it.

**A numerical instance.** Take $T=1$, $\mu=0$, $a=0$ and $b=\ln 3$. Then $f_a=1/2$ and $f_b=1/4$, so the noise is $3/8+1/8=1/2$. Since $e^{2x}=3$, $\coth x=(3+1)/(3-1)=2$, and the right-hand side is $(1/4)\cdot 2=1/2$. The classical estimate is $1/(2\ln 3)\approx0.455$, about 9% low, and the upper bound is about $0.705$.

## Detailed balance gives the hyperbolic cotangent

**Two rates.** Let $x\ne0$ and let $p,q$ be real. Multiplying $p+q=(p-q)\coth x$ by $2\sinh x$ gives

$$
(p+q)(e^x-e^{-x})=(p-q)(e^x+e^{-x}).
$$

Expanding and cancelling leaves $2qe^x=2pe^{-x}$, or $q=e^{-2x}p$. Every step is reversible, so the two relations are equivalent.

**A pair of levels.** From $1-f_e=e^{(e-\mu)/T}f_e$,

$$
f_b(1-f_a)=e^{(a-\mu)/T}f_af_b,\qquad
f_a(1-f_b)=e^{(b-\mu)/T}f_af_b.
$$

The first is $e^{-(b-a)/T}=e^{-2x}$ times the second. With $p=f_a(1-f_b)$ and $q=f_b(1-f_a)$, we have $p-q=f_a-f_b$, and the identity follows.

**The bounds.** The function $h(y)=y\cosh y-\sinh y$ has $h(0)=0$ and $h'(y)=y\sinh y>0$ for $y>0$. Hence $x\cosh x>\sinh x$, which gives $\coth x>1/x$ for $x>0$. For the upper bound,

$$
\coth x<1+\frac1x
\iff xe^{-x}<\sinh x
\iff 1+2x<e^{2x},
$$

and the last inequality holds for $x>0$. Since $f_a>f_b$, multiplying both bounds by $f_a-f_b$ preserves them, and $1/x=2T/(b-a)$.

**Many levels.** For finitely many levels $e_i$ and a Hermitian coupling matrix $M$, define

$$
G(\omega)=\sum_{i,j:\;e_j-e_i=\omega}|M_{ij}|^2f_i(1-f_j).
$$

Exchange $i$ and $j$ in $G(-\omega)$ and use $|M_{ji}|=|M_{ij}|$. Detailed balance for each pair gives $G(-\omega)=e^{-\omega/T}G(\omega)$. The two-rate equivalence then yields, for $\omega\ne0$,

$$
G(\omega)+G(-\omega)=[G(\omega)-G(-\omega)]\coth\frac{\omega}{2T}.
$$

If $\omega>0$ and some pair is coupled at $\omega$, then $G(\omega)>0$ and $G(\omega)-G(-\omega)=(1-e^{-\omega/T})G(\omega)>0$. The bound $\coth x>1/x$ now shows that the noise $G(\omega)+G(-\omega)$ exceeds $(2T/\omega)[G(\omega)-G(-\omega)]$.

**The converse.** Suppose $0<f(e)<1$ and the pair identity holds for all $a<b$. The two-rate equivalence, applied to $e$ and zero energy in increasing order, gives

$$
f(e)[1-f(0)]e^{e/T}=f(0)[1-f(e)],
$$

which is trivial at $e=0$. Setting $\mu=T\ln\{f(0)/[1-f(0)]\}$ turns this into $[1-f(e)]/f(e)=e^{(e-\mu)/T}$, so $f$ is a Fermi function.

## The Lean file

```lean
import Mathlib

open Matrix

namespace FermiFluctuationDissipation

noncomputable section

/-- The Fermi occupation of a level of energy `e` at temperature `T` (in energy units) and
chemical potential `μ`. -/
def fermi (T μ e : ℝ) : ℝ := 1 / (Real.exp ((e - μ) / T) + 1)

/-- The transition spectrum of a one-body coupling `M` between levels `e i` with Fermi
occupations: the sum of `|M i j|² f_i (1 - f_j)` over all pairs with `e j - e i = ω`. -/
def spectrum {ι : Type*} [Fintype ι] (T μ : ℝ) (M : Matrix ι ι ℂ) (e : ι → ℝ) (ω : ℝ) : ℝ :=
  ∑ i, ∑ j, if e j - e i = ω then
    ‖M i j‖ ^ 2 * (fermi T μ (e i) * (1 - fermi T μ (e j))) else 0

/-- For nonzero `x`, real numbers `p` and `q` satisfy `p + q = (p - q) coth x` exactly when `q` is
`exp (-2x)` times `p`. -/
theorem add_eq_coth_iff {x : ℝ} (hx : x ≠ 0) (p q : ℝ) :
    p + q = (p - q) * (Real.cosh x / Real.sinh x) ↔ q = Real.exp (-(2 * x)) * p := by
  have hs : Real.sinh x ≠ 0 := by rwa [Ne, Real.sinh_eq_zero]
  have hE : Real.exp (-(2 * x)) = Real.exp (-x) * Real.exp (-x) := by
    rw [← Real.exp_add]; congr 1; ring
  have huv : Real.exp x * Real.exp (-x) = 1 := by
    rw [← Real.exp_add, add_neg_cancel, Real.exp_zero]
  rw [← mul_div_assoc, eq_div_iff hs, Real.cosh_eq, Real.sinh_eq, hE]
  constructor
  · intro h
    linear_combination Real.exp (-x) * h - q * huv
  · intro h
    linear_combination Real.exp x * h + p * Real.exp (-x) * huv

/-- For positive `x`, `coth x` lies strictly between `1/x` and `1 + 1/x`. -/
theorem coth_bounds {x : ℝ} (hx : 0 < x) :
    1 / x < Real.cosh x / Real.sinh x ∧ Real.cosh x / Real.sinh x < 1 + 1 / x := by
  have hs : 0 < Real.sinh x := Real.sinh_pos_iff.mpr hx
  constructor
  · -- `y cosh y - sinh y` vanishes at zero and has derivative `y sinh y`
    have hd : ∀ y : ℝ, HasDerivAt (fun y : ℝ => y * Real.cosh y - Real.sinh y)
        (y * Real.sinh y) y := by
      intro y
      have h := ((hasDerivAt_id' y).fun_mul (Real.hasDerivAt_cosh y)).fun_sub
        (Real.hasDerivAt_sinh y)
      exact h.congr_deriv (by ring)
    have hm : StrictMonoOn (fun y : ℝ => y * Real.cosh y - Real.sinh y) (Set.Ici 0) := by
      refine strictMonoOn_of_deriv_pos (convex_Ici 0)
        (fun y _ => (hd y).continuousAt.continuousWithinAt) (fun y hy => ?_)
      have hy' : 0 < y := by simpa [interior_Ici] using hy
      rw [(hd y).deriv]
      exact mul_pos hy' (Real.sinh_pos_iff.mpr hy')
    have h0 := hm (Set.mem_Ici.mpr le_rfl) (Set.mem_Ici.mpr hx.le) hx
    simp only [zero_mul, Real.sinh_zero, sub_zero] at h0
    rw [div_lt_div_iff₀ hx hs]
    linarith
  · -- this side is `1 + 2x < exp (2x)`
    have h := Real.add_one_lt_exp (mul_pos two_pos hx).ne'
    have key : (2 * x + 1) * Real.exp (-x) < Real.exp x := by
      calc (2 * x + 1) * Real.exp (-x) < Real.exp (2 * x) * Real.exp (-x) :=
            mul_lt_mul_of_pos_right h (Real.exp_pos _)
        _ = Real.exp x := by rw [← Real.exp_add]; congr 1; ring
    have h1 : 1 + 1 / x = (x + 1) / x := by
      rw [add_div, div_self hx.ne']
    rw [h1, div_lt_div_iff₀ hs hx, Real.cosh_eq, Real.sinh_eq]
    linarith

/-- A Fermi occupation lies strictly between zero and one. -/
theorem fermi_pos_lt_one (T μ e : ℝ) : 0 < fermi T μ e ∧ fermi T μ e < 1 := by
  have h := Real.exp_pos ((e - μ) / T)
  unfold fermi
  refine ⟨by positivity, ?_⟩
  rw [div_lt_one (by positivity)]
  linarith

/-- Detailed balance at `T ≠ 0`: the occupation factor for the transition from energy `a + T y` to
energy `a` is `exp (-y)` times the factor for the reverse transition. -/
theorem fermi_detailed_balance {T : ℝ} (hT : T ≠ 0) (μ a y : ℝ) :
    fermi T μ (a + T * y) * (1 - fermi T μ a) =
      Real.exp (-y) * (fermi T μ a * (1 - fermi T μ (a + T * y))) := by
  have h : (a + T * y - μ) / T = (a - μ) / T + y := by
    field_simp
    ring
  unfold fermi
  rw [h, Real.exp_add, Real.exp_neg]
  have hA := Real.exp_pos ((a - μ) / T)
  have hY := Real.exp_pos y
  generalize Real.exp ((a - μ) / T) = A at *
  generalize Real.exp y = Y at *
  have h1 : A + 1 ≠ 0 := by positivity
  have h2 : A * Y + 1 ≠ 0 := by positivity
  field_simp
  ring

/-- Fluctuation-dissipation relation for two levels of different energy at `T ≠ 0`: the symmetrised
occupation noise is the occupation difference times `coth ((b - a) / (2T))`. -/
theorem pair_fluctuation_dissipation {T a b : ℝ} (hT : T ≠ 0) (hab : a ≠ b) (μ : ℝ) :
    fermi T μ a * (1 - fermi T μ b) + fermi T μ b * (1 - fermi T μ a) =
      (fermi T μ a - fermi T μ b) *
        (Real.cosh ((b - a) / (2 * T)) / Real.sinh ((b - a) / (2 * T))) := by
  have hx : (b - a) / (2 * T) ≠ 0 :=
    div_ne_zero (sub_ne_zero.mpr hab.symm) (mul_ne_zero two_ne_zero hT)
  have h := fermi_detailed_balance hT μ a ((b - a) / T)
  have h1 : a + T * ((b - a) / T) = b := by
    rw [mul_div_cancel₀ _ hT]; ring
  have h2 : (b - a) / T = 2 * ((b - a) / (2 * T)) := by field_simp
  rw [h1, h2] at h
  linear_combination (add_eq_coth_iff hx _ _).2 h

/-- For `T > 0` and `a < b`, the pair noise strictly exceeds the classical estimate `2T (f_a - f_b)
/ (b - a)`, and the excess is less than `f_a - f_b`. -/
theorem pair_noise_bounds {T a b : ℝ} (hT : 0 < T) (hab : a < b) (μ : ℝ) :
    2 * T * (fermi T μ a - fermi T μ b) / (b - a) <
        fermi T μ a * (1 - fermi T μ b) + fermi T μ b * (1 - fermi T μ a) ∧
      fermi T μ a * (1 - fermi T μ b) + fermi T μ b * (1 - fermi T μ a) <
        2 * T * (fermi T μ a - fermi T μ b) / (b - a) + (fermi T μ a - fermi T μ b) := by
  have hD : 0 < fermi T μ a - fermi T μ b := by
    rw [sub_pos]
    unfold fermi
    exact one_div_lt_one_div_of_lt (by positivity) (by gcongr)
  obtain ⟨h1, h2⟩ := coth_bounds (div_pos (sub_pos.mpr hab) (mul_pos two_pos hT))
  rw [one_div_div] at h1 h2
  rw [pair_fluctuation_dissipation hT.ne' hab.ne μ]
  have h3 := mul_lt_mul_of_pos_left h1 hD
  have h4 := mul_lt_mul_of_pos_left h2 hD
  have h5 : 2 * T * (fermi T μ a - fermi T μ b) / (b - a) =
      (fermi T μ a - fermi T μ b) * (2 * T / (b - a)) := by ring
  rw [h5]
  exact ⟨h3, by linarith⟩

variable {ι : Type*} [Fintype ι]

/-- Detailed balance of the transition spectrum of a Hermitian coupling at `T ≠ 0`: its value at
`-(T y)` is `exp (-y)` times its value at `T y`. -/
theorem spectrum_detailed_balance {T : ℝ} (hT : T ≠ 0) (μ : ℝ) {M : Matrix ι ι ℂ}
    (hM : M.IsHermitian) (e : ι → ℝ) (y : ℝ) :
    spectrum T μ M e (-(T * y)) = Real.exp (-y) * spectrum T μ M e (T * y) := by
  simp only [spectrum]
  -- exchange initial and final level in the emission sum
  rw [Finset.sum_comm, Finset.mul_sum]
  refine Finset.sum_congr rfl fun i _ => ?_
  rw [Finset.mul_sum]
  refine Finset.sum_congr rfl fun j _ => ?_
  by_cases h : e j - e i = T * y
  · have h' : e i - e j = -(T * y) := by linarith
    have hn : ‖M j i‖ = ‖M i j‖ := by rw [← hM.apply j i, norm_star]
    have hj : e i + T * y = e j := by linarith
    have hb := fermi_detailed_balance hT μ (e i) y
    rw [hj] at hb
    rw [if_pos h', if_pos h, hn]
    linear_combination ‖M i j‖ ^ 2 * hb
  · have h' : ¬ e i - e j = -(T * y) := fun h' => h (by linarith)
    rw [if_neg h', if_neg h, mul_zero]

/-- Fluctuation-dissipation relation for a Hermitian coupling between finitely many levels at `T ≠
0`: at each nonzero frequency `ω`, the sum of the spectrum at `ω` and `-ω` is their difference times
`coth (ω / (2T))`. -/
theorem fluctuation_dissipation {T ω : ℝ} (hT : T ≠ 0) (hω : ω ≠ 0) (μ : ℝ)
    {M : Matrix ι ι ℂ} (hM : M.IsHermitian) (e : ι → ℝ) :
    spectrum T μ M e ω + spectrum T μ M e (-ω) =
      (spectrum T μ M e ω - spectrum T μ M e (-ω)) *
        (Real.cosh (ω / (2 * T)) / Real.sinh (ω / (2 * T))) := by
  rw [add_eq_coth_iff (div_ne_zero hω (mul_ne_zero two_ne_zero hT))]
  have h := spectrum_detailed_balance hT μ hM e (ω / T)
  have h2 : ω / T = 2 * (ω / (2 * T)) := by field_simp
  rw [mul_div_cancel₀ _ hT, h2] at h
  exact h

/-- For a Hermitian coupling at `T > 0`, if some pair of levels is coupled at frequency `ω > 0`, the
symmetrised noise at `ω` strictly exceeds the classical estimate, `2T/ω` times the net absorption.
-/
theorem classical_lt_noise {T ω : ℝ} (hT : 0 < T) (hω : 0 < ω) (μ : ℝ)
    {M : Matrix ι ι ℂ} (hM : M.IsHermitian) (e : ι → ℝ)
    (hc : ∃ i j, e j - e i = ω ∧ M i j ≠ 0) :
    2 * T / ω * (spectrum T μ M e ω - spectrum T μ M e (-ω)) <
      spectrum T μ M e ω + spectrum T μ M e (-ω) := by
  have hf : ∀ i j, 0 < fermi T μ (e i) * (1 - fermi T μ (e j)) := fun i j =>
    mul_pos (fermi_pos_lt_one T μ _).1 (sub_pos.mpr (fermi_pos_lt_one T μ _).2)
  have hnn : ∀ i j, 0 ≤ (if e j - e i = ω then
      ‖M i j‖ ^ 2 * (fermi T μ (e i) * (1 - fermi T μ (e j))) else 0) := by
    intro i j
    split_ifs
    · exact mul_nonneg (sq_nonneg _) (hf i j).le
    · exact le_rfl
  -- the coupled pair makes the absorption positive
  have hpos : 0 < spectrum T μ M e ω := by
    obtain ⟨i, j, hij, hMij⟩ := hc
    refine Finset.sum_pos' (fun i _ => Finset.sum_nonneg fun j _ => hnn i j)
      ⟨i, Finset.mem_univ i, Finset.sum_pos' (fun j _ => hnn i j) ⟨j, Finset.mem_univ j, ?_⟩⟩
    rw [if_pos hij]
    exact mul_pos (pow_pos (norm_pos_iff.mpr hMij) 2) (hf i j)
  have hD : 0 < spectrum T μ M e ω - spectrum T μ M e (-ω) := by
    have h := spectrum_detailed_balance hT.ne' μ hM e (ω / T)
    rw [mul_div_cancel₀ _ hT.ne'] at h
    rw [sub_pos, h]
    exact mul_lt_of_lt_one_left hpos
      (Real.exp_lt_one_iff.mpr (neg_lt_zero.mpr (div_pos hω hT)))
  have h1 := (coth_bounds (div_pos hω (mul_pos two_pos hT))).1
  rw [one_div_div] at h1
  rw [fluctuation_dissipation hT.ne' hω.ne' μ hM e, mul_comm]
  exact mul_lt_mul_of_pos_left h1 hD

/-- An occupation function with values strictly between zero and one obeys the pair
fluctuation-dissipation relation at temperature `T` for all energies `a < b` exactly when it
is a Fermi function at temperature `T` for some chemical potential. -/
theorem fluctuation_dissipation_iff_fermi {T : ℝ} (hT : 0 < T) {f : ℝ → ℝ}
    (hf : ∀ e, 0 < f e ∧ f e < 1) :
    (∀ a b, a < b → f a * (1 - f b) + f b * (1 - f a) =
      (f a - f b) * (Real.cosh ((b - a) / (2 * T)) / Real.sinh ((b - a) / (2 * T)))) ↔
    ∃ μ, ∀ e, f e = fermi T μ e := by
  constructor
  · intro h
    have hdb : ∀ a b, a < b →
        f b * (1 - f a) = Real.exp (-(2 * ((b - a) / (2 * T)))) * (f a * (1 - f b)) := by
      intro a b hab
      refine (add_eq_coth_iff (div_pos (sub_pos.mpr hab) (mul_pos two_pos hT)).ne' _ _).1 ?_
      linear_combination h a b hab
    -- compare every level with the one at zero energy
    have key : ∀ e, f e * (1 - f 0) * Real.exp (e / T) = f 0 * (1 - f e) := by
      intro e
      rcases lt_trichotomy e 0 with he | he | he
      · have h1 := hdb e 0 he
        have h2 : -(2 * ((0 - e) / (2 * T))) = e / T := by
          field_simp
          ring
        rw [h2] at h1
        linear_combination -h1
      · rw [he, zero_div, Real.exp_zero, mul_one]
      · have h1 := hdb 0 e he
        have h2 : -(2 * ((e - 0) / (2 * T))) = -(e / T) := by
          field_simp
          ring
        have hE : Real.exp (-(e / T)) * Real.exp (e / T) = 1 := by
          rw [← Real.exp_add, neg_add_cancel, Real.exp_zero]
        rw [h2] at h1
        linear_combination Real.exp (e / T) * h1 + f 0 * (1 - f e) * hE
    have h0 : f 0 ≠ 0 := (hf 0).1.ne'
    have hr : 0 < f 0 / (1 - f 0) := div_pos (hf 0).1 (sub_pos.mpr (hf 0).2)
    refine ⟨T * Real.log (f 0 / (1 - f 0)), fun e => ?_⟩
    have h3 : (e - T * Real.log (f 0 / (1 - f 0))) / T =
        e / T - Real.log (f 0 / (1 - f 0)) := by
      rw [sub_div, mul_div_cancel_left₀ _ hT.ne']
    unfold fermi
    rw [h3, Real.exp_sub, Real.exp_log hr,
      eq_div_iff (add_pos (div_pos (Real.exp_pos _) hr) one_pos).ne', div_div_eq_mul_div]
    have h4 : f e * (Real.exp (e / T) * (1 - f 0) / f 0 + 1) =
        (f e * (1 - f 0) * Real.exp (e / T)) / f 0 + f e := by ring
    rw [h4, key e, mul_div_cancel_left₀ _ h0]
    ring
  · rintro ⟨μ, hμ⟩ a b hab
    rw [hμ a, hμ b]
    exact pair_fluctuation_dissipation hT.ne' hab.ne μ

end

end FermiFluctuationDissipation
```

```lean
#print axioms FermiFluctuationDissipation.pair_noise_bounds
-- 'FermiFluctuationDissipation.pair_noise_bounds' depends on axioms: [propext, Classical.choice, Quot.sound]
#print axioms FermiFluctuationDissipation.classical_lt_noise
-- 'FermiFluctuationDissipation.classical_lt_noise' depends on axioms: [propext, Classical.choice, Quot.sound]
#print axioms FermiFluctuationDissipation.fluctuation_dissipation_iff_fermi
-- 'FermiFluctuationDissipation.fluctuation_dissipation_iff_fermi' depends on axioms: [propext, Classical.choice, Quot.sound]
```

## Independent electrons at exactly matched energies

**Reading the statements.** For $T>0$, `fermi T μ e` is the occupation $f_e$. At $T=0$, Lean's convention for division by zero makes it $1/2$ at every energy, which is not the zero-temperature step function. The finite type `ι` labels the levels, so spin-orbitals count separately, and `e : ι → ℝ` gives their energies. `M i j` couples initial level $i$ to final level $j$, and `spectrum T μ M e ω` is $G(\omega)$. Positive $\omega$ means absorption.

`pair_fluctuation_dissipation` states the pair identity for $T\ne0$ and $a\ne b$; `pair_noise_bounds` states both inequalities for $T>0$ and $a<b$. `fluctuation_dissipation` is the identity for $G$ at nonzero frequency, with `M.IsHermitian` as a hypothesis. `classical_lt_noise` gives only the lower bound for $G$, and its hypothesis `hc` supplies a coupled pair. `fluctuation_dissipation_iff_fermi` contains the converse.

**How the proof runs.** `add_eq_coth_iff` is the two-rate equivalence: after clearing the denominator, `linear_combination` multiplies by $e^{-x}$ in one direction and $e^x$ in the other. `coth_bounds` obtains the lower bound from `strictMonoOn_of_deriv_pos` and the upper one from `Real.add_one_lt_exp`. `fermi_detailed_balance` writes the second energy as $a+Ty$ and reduces the claim to algebra in two positive exponentials. The pair theorems combine these results.

In `spectrum_detailed_balance`, `Finset.sum_comm` exchanges the initial and final levels, and `hM.apply` supplies the equality of coupling strengths. `classical_lt_noise` uses `fermi_pos_lt_one` to show that no term is negative and that the coupled pair contributes a positive one. The converse splits into $e<0$, $e=0$ and $e>0$, then reads off $\mu$ from `f 0`.

**What the model leaves out.** The general fluctuation-dissipation theorem concerns equilibrium correlations of interacting systems as well. Here the electrons are independent, and $G$ is a definition: it is not derived from a many-body density matrix or from time-dependent response.

Hermiticity restricts the choice of probe. A density component $e^{i\mathbf q\cdot\mathbf r}$ with $\mathbf q\ne0$ is not Hermitian in general, but its cosine and sine parts are. The condition $e_j-e_i=\omega$ is an exact equality of real numbers, so the spectrum theorems do not cover Gaussian or Lorentzian broadening, energy bins or floating-point error.
